# In a periodic cell of length L with zero mean potential, the plateau outside a neutral, dipole-free planar charge is 2π/L times its second moment (Gaussian units)

One way to align the potential of a charged-defect supercell is to subtract the potential of the pristine supercell, average the difference over planes, subtract the potential of a model charge and read off the constant that remains far from the defect. The potentials usually come from a Fourier solver that sets the G = 0 component to zero, so each has zero cell mean. The constant is in general not zero, and the charge densities fix its value.

Call the charge of the defect supercell minus that of the pristine one the true charge. Count in each charge the uniform background that makes it neutral, and if the model potential is divided by a dielectric constant, divide the model charge by it too. Let ρ(z) be the planar-averaged true charge minus the model charge on the cell [-L/2, L/2], and let V be its potential in Gaussian or Hartree atomic units, so that V'' = -4πρ. Suppose that ρ is continuous, has no net charge and no dipole, and vanishes for |z| ≥ s. If V has equal values at the two cell edges and zero mean, then for every z in the cell with |z| ≥ s

V(z) = (2π/L) ∫ t² ρ(t) dt,

with the integral taken over the cell. A code can compare the plateau that it reads from the potential with the second moment of the charge difference. In a real defect supercell some charge difference usually remains beyond s. The potential there is then not exactly constant, and away from the cell edges the formula is in general only approximate.

## From Poisson's equation to the plateau

The potential obeys V'' = -4πρ. Write q, p and Q for the integrals of ρ, zρ and z²ρ over the cell, and m for the cell mean of V. Take q = 0, but leave p and m free for now.

Integrating V'' over the cell gives

V'(L/2) - V'(-L/2) = -4πq = 0,

so both edges have the same slope, called g. The derivative of zV' - V is zV'' = -4πzρ. Integrating it over the cell, where the edge values of V cancel, gives

L g = -4πp, so g = -4πp/L.

For the edge value, differentiate z²V'/2 - zV:

(z²V'/2 - zV)' = zV' + z²V''/2 - V - zV' = -2πz²ρ - V.

Integrate this over the cell. The slope terms at the two edges cancel, and the terms in V add up to -L V(L/2):

-L V(L/2) = -2πQ - L m, so V(L/2) = m + 2πQ/L.

Between a point z ≥ s and the edge L/2 there is no charge, so V' keeps the value g there. The same holds between -L/2 and a point z ≤ -s. Hence

V(z) = m + 2πQ/L + (4πp/L)(L/2 - z) for z ≥ s,

V(z) = m + 2πQ/L - (4πp/L)(L/2 + z) for z ≤ -s.

With p = 0 and m = 0, both lines reduce to the plateau 2πQ/L.

If the cell grows only along z while the planar average ρ stays fixed, the plateau falls off as 1/L. Subtracting the two lines at z = s and z = -s, for 0 ≤ s ≤ L/2, also gives the potential step across a dipolar slab:

V(s) - V(-s) = 4πp(1 - 2s/L).

It approaches the isolated-slab value 4πp as L grows.

## The Lean file

```lean
import Mathlib

open Set
open scoped Real

namespace PlanarAlignment

noncomputable section

/-- The cell `[-L/2, L/2]` along the direction normal to the planes. -/
abbrev cell (L : ℝ) : Set ℝ := Icc (-(L / 2)) (L / 2)

/-- The `k`-th moment of a planar-averaged charge density over the cell:
charge for `k = 0`, dipole for `k = 1`, second moment for `k = 2`. -/
def moment (L : ℝ) (k : ℕ) (ρ : ℝ → ℝ) : ℝ :=
  ∫ z in (-(L / 2))..(L / 2), z ^ k * ρ z

/-- The average of a planar potential over the cell. -/
def cellMean (L : ℝ) (V : ℝ → ℝ) : ℝ :=
  (∫ z in (-(L / 2))..(L / 2), V z) / L

/-- `V`, with slope `V'`, solves Poisson's equation `V'' = -4πρ` in the cell for a continuous
charge density `ρ` and takes equal values at the two cell edges. -/
structure IsPlanarPotential (L : ℝ) (ρ V V' : ℝ → ℝ) : Prop where
  charge_cont : ContinuousOn ρ (cell L)
  slope : ∀ z ∈ cell L, HasDerivAt V (V' z) z
  poisson : ∀ z ∈ cell L, HasDerivAt V' (-4 * π * ρ z) z
  periodic : V (-(L / 2)) = V (L / 2)

variable {L s : ℝ} {ρ V V' : ℝ → ℝ}

/-- A function continuous on the cell is integrable over it. -/
lemma cell_integrable (hL : 0 < L) {f : ℝ → ℝ} (hf : ContinuousOn f (cell L)) :
    IntervalIntegrable f MeasureTheory.volume (-(L / 2)) (L / 2) := by
  apply ContinuousOn.intervalIntegrable
  rw [uIcc_of_le (by linarith)]
  exact hf

/-- The first moment of the charge between two planes, taken about `c`, is fixed by the
potential and its slope on these planes. -/
theorem first_moment_identity (h : IsPlanarPotential L ρ V V') {a b : ℝ}
    (ha : a ∈ cell L) (hb : b ∈ cell L) (c : ℝ) :
    ∫ t in a..b, (t - c) * (-4 * π * ρ t) =
      ((b - c) * V' b - V b) - ((a - c) * V' a - V a) := by
  have hsub : uIcc a b ⊆ cell L := uIcc_subset_Icc ha hb
  have hρ : ContinuousOn ρ (uIcc a b) := h.charge_cont.mono hsub
  refine intervalIntegral.integral_eq_sub_of_hasDerivAt
    (f := fun t => (t - c) * V' t - V t) (fun t ht => ?_)
    (ContinuousOn.intervalIntegrable (by fun_prop))
  have h1 : HasDerivAt (fun y : ℝ => y - c) 1 t := (hasDerivAt_id' t).sub_const c
  exact ((h1.fun_mul (h.poisson t (hsub ht))).fun_sub (h.slope t (hsub ht))).congr_deriv
    (by ring)

/-- Across a region free of charge the potential is linear. -/
theorem linear_in_vacuum (h : IsPlanarPotential L ρ V V') {a b : ℝ}
    (ha : a ∈ cell L) (hb : b ∈ cell L) (h0 : ∀ t ∈ uIcc a b, ρ t = 0) :
    V b = V a + (b - a) * V' a := by
  have hz : ∫ t in a..b, (t - b) * (-4 * π * ρ t) = 0 := by
    refine (intervalIntegral.integral_congr (g := fun _ => (0 : ℝ)) ?_).trans (by simp)
    intro t ht
    simp [h0 t ht]
  have key := first_moment_identity h ha hb b
  rw [hz] at key
  linear_combination key

/-- In a neutral cell the slope of the potential is the same at both edges. -/
theorem edge_slopes_eq (hL : 0 < L) (h : IsPlanarPotential L ρ V V')
    (hq : moment L 0 ρ = 0) : V' (L / 2) = V' (-(L / 2)) := by
  have hsub : uIcc (-(L / 2)) (L / 2) ⊆ cell L := by rw [uIcc_of_le (by linarith)]
  have hρ := h.charge_cont
  have key : ∫ t in (-(L / 2))..(L / 2), (-4 * π) * (t ^ 0 * ρ t) =
      V' (L / 2) - V' (-(L / 2)) :=
    intervalIntegral.integral_eq_sub_of_hasDerivAt
      (fun t ht => (h.poisson t (hsub ht)).congr_deriv (by ring))
      (cell_integrable hL (by fun_prop))
  rw [intervalIntegral.integral_const_mul] at key
  change (-4 * π) * moment L 0 ρ = _ at key
  rw [hq] at key
  linarith

/-- In a neutral cell the slope of the potential at the edge is `-4π/L` times the dipole. -/
theorem edge_slope (hL : 0 < L) (h : IsPlanarPotential L ρ V V')
    (hq : moment L 0 ρ = 0) : V' (L / 2) = -4 * π * moment L 1 ρ / L := by
  have hB := first_moment_identity h (a := -(L / 2)) (b := L / 2)
    ⟨le_rfl, by linarith⟩ ⟨by linarith, le_rfl⟩ 0
  have e : ∫ t in (-(L / 2))..(L / 2), (t - 0) * (-4 * π * ρ t) =
      (-4 * π) * moment L 1 ρ := by
    rw [moment, ← intervalIntegral.integral_const_mul]
    congr 1
    funext t
    ring
  rw [e] at hB
  rw [eq_div_iff hL.ne']
  linear_combination -hB + (L / 2) * edge_slopes_eq hL h hq - h.periodic

/-- In a neutral cell the potential at the edge exceeds the cell mean by `2π/L` times the
second moment of the charge. -/
theorem edge_potential (hL : 0 < L) (h : IsPlanarPotential L ρ V V')
    (hq : moment L 0 ρ = 0) :
    V (L / 2) = cellMean L V + 2 * π / L * moment L 2 ρ := by
  have hsub : uIcc (-(L / 2)) (L / 2) ⊆ cell L := by rw [uIcc_of_le (by linarith)]
  have hρ := h.charge_cont
  have hV : ContinuousOn V (cell L) :=
    fun t ht => (h.slope t ht).continuousAt.continuousWithinAt
  have i1 := cell_integrable hL (f := fun t => (-2 * π) * (t ^ 2 * ρ t)) (by fun_prop)
  have i2 := cell_integrable hL hV
  -- integrate the derivative of `t² V' / 2 - t V`
  have key : ∫ t in (-(L / 2))..(L / 2), ((-2 * π) * (t ^ 2 * ρ t) - V t) =
      ((L / 2) ^ 2 / 2 * V' (L / 2) - L / 2 * V (L / 2)) -
        ((-(L / 2)) ^ 2 / 2 * V' (-(L / 2)) - -(L / 2) * V (-(L / 2))) := by
    refine intervalIntegral.integral_eq_sub_of_hasDerivAt
      (f := fun t => t ^ 2 / 2 * V' t - t * V t) (fun t ht => ?_) (i1.sub i2)
    have h1 : HasDerivAt (fun y : ℝ => y ^ 2 / 2) t t :=
      ((hasDerivAt_pow 2 t).div_const 2).congr_deriv (by norm_num)
    exact ((h1.fun_mul (h.poisson t (hsub ht))).fun_sub
      ((hasDerivAt_id' t).fun_mul (h.slope t (hsub ht)))).congr_deriv (by ring)
  rw [intervalIntegral.integral_sub i1 i2, intervalIntegral.integral_const_mul] at key
  have e : cellMean L V + 2 * π / L * moment L 2 ρ =
      ((∫ z in (-(L / 2))..(L / 2), V z) + 2 * π * moment L 2 ρ) / L := by
    unfold cellMean
    ring
  rw [e, eq_div_iff hL.ne']
  unfold moment
  linear_combination key + (L ^ 2 / 8) * edge_slopes_eq hL h hq - (L / 2) * h.periodic

/-- The vacuum potential on either side of a neutral charge distribution with any dipole: a common
edge value set by the cell mean and the second moment, and a linear ramp set by the dipole. -/
theorem vacuum_potential (hL : 0 < L) (h : IsPlanarPotential L ρ V V')
    (hout : ∀ z ∈ cell L, s ≤ |z| → ρ z = 0) (hq : moment L 0 ρ = 0) :
    (∀ z ∈ cell L, s ≤ z → V z = cellMean L V + 2 * π / L * moment L 2 ρ
      + 4 * π * moment L 1 ρ / L * (L / 2 - z)) ∧
    (∀ z ∈ cell L, z ≤ -s → V z = cellMean L V + 2 * π / L * moment L 2 ρ
      - 4 * π * moment L 1 ρ / L * (L / 2 + z)) := by
  constructor
  · intro z hz hs
    have hlin := linear_in_vacuum h (a := L / 2) ⟨by linarith, le_rfl⟩ hz (fun t ht => by
      rw [uIcc_of_ge hz.2] at ht
      exact hout t ⟨hz.1.trans ht.1, ht.2⟩ ((hs.trans ht.1).trans (le_abs_self t)))
    rw [hlin, edge_potential hL h hq, edge_slope hL h hq]
    ring
  · intro z hz hs
    have hlin := linear_in_vacuum h (a := -(L / 2)) ⟨le_rfl, by linarith⟩ hz (fun t ht => by
      rw [uIcc_of_le hz.1] at ht
      exact hout t ⟨ht.1, ht.2.trans hz.2⟩
        (le_trans (by linarith [ht.2]) (neg_le_abs t)))
    rw [hlin, h.periodic, ← edge_slopes_eq hL h hq, edge_potential hL h hq,
      edge_slope hL h hq]
    ring

/-- If the charge density vanishes beyond `s` and the net charge, the dipole and the mean potential
are zero, the potential beyond `s` is a plateau, equal on both sides to `2π/L` times the second
moment of the charge. -/
theorem plateau (hL : 0 < L) (h : IsPlanarPotential L ρ V V')
    (hout : ∀ z ∈ cell L, s ≤ |z| → ρ z = 0) (hq : moment L 0 ρ = 0)
    (hp : moment L 1 ρ = 0) (hm : cellMean L V = 0) :
    ∀ z ∈ cell L, s ≤ |z| → V z = 2 * π / L * ∫ t in (-(L / 2))..(L / 2), t ^ 2 * ρ t := by
  intro z hz hs
  change V z = 2 * π / L * moment L 2 ρ
  obtain ⟨hr, hl⟩ := vacuum_potential hL h hout hq
  rcases le_abs.mp hs with h1 | h1
  · rw [hr z hz h1, hp, hm]
    ring
  · rw [hl z hz (by linarith), hp, hm]
    ring

/-- For a neutral charge that vanishes in the part `|z| ≥ s` of the cell, with `s < L/2`, the
potential is constant throughout that part exactly when the dipole vanishes. -/
theorem plateau_iff_no_dipole (hL : 0 < L) (hsL : s < L / 2)
    (h : IsPlanarPotential L ρ V V')
    (hout : ∀ z ∈ cell L, s ≤ |z| → ρ z = 0) (hq : moment L 0 ρ = 0) :
    (∃ c, ∀ z ∈ cell L, s ≤ |z| → V z = c) ↔ moment L 1 ρ = 0 := by
  obtain ⟨hr, hl⟩ := vacuum_potential hL h hout hq
  constructor
  · rintro ⟨c, hc⟩
    -- compare the cell edge with a second vacuum plane
    have hlt : max s 0 < L / 2 := max_lt hsL (by linarith)
    have hz : max s 0 ∈ cell L := ⟨by linarith [le_max_right s 0], hlt.le⟩
    have he : L / 2 ∈ cell L := ⟨by linarith, le_rfl⟩
    have e1 := hc _ hz ((le_max_left s 0).trans (le_abs_self _))
    have e2 := hc _ he (hsL.le.trans (le_abs_self _))
    rw [hr _ hz (le_max_left s 0)] at e1
    rw [hr _ he hsL.le] at e2
    have e3 : 4 * π * moment L 1 ρ / L * (L / 2 - max s 0) = 0 := by
      linear_combination e1 - e2
    have e4 := (mul_eq_zero.mp e3).resolve_right (by linarith)
    have e5 := (div_eq_zero_iff.mp e4).resolve_right hL.ne'
    exact (mul_eq_zero.mp e5).resolve_left (by positivity)
  · intro hp
    refine ⟨cellMean L V + 2 * π / L * moment L 2 ρ, fun z hz hs => ?_⟩
    rcases le_abs.mp hs with h1 | h1
    · rw [hr z hz h1, hp]
      ring
    · rw [hl z hz (by linarith), hp]
      ring

/-- Potential alignment: if a true and a model charge agree beyond `s` and share charge, dipole
and mean potential, their potentials differ there by `2π/L` times the difference of the
second moments. -/
theorem alignment {ρ₁ ρ₂ V₁ V₂ V₁' V₂' : ℝ → ℝ} (hL : 0 < L)
    (h₁ : IsPlanarPotential L ρ₁ V₁ V₁') (h₂ : IsPlanarPotential L ρ₂ V₂ V₂')
    (hout : ∀ z ∈ cell L, s ≤ |z| → ρ₁ z = ρ₂ z)
    (hq : moment L 0 ρ₁ = moment L 0 ρ₂) (hp : moment L 1 ρ₁ = moment L 1 ρ₂)
    (hm : cellMean L V₁ = cellMean L V₂) :
    ∀ z ∈ cell L, s ≤ |z| →
      V₁ z - V₂ z = 2 * π / L * (moment L 2 ρ₁ - moment L 2 ρ₂) := by
  have c₁ := h₁.charge_cont
  have c₂ := h₂.charge_cont
  have hd : IsPlanarPotential L (fun z => ρ₁ z - ρ₂ z) (fun z => V₁ z - V₂ z)
      (fun z => V₁' z - V₂' z) :=
    ⟨by fun_prop, fun z hz => (h₁.slope z hz).fun_sub (h₂.slope z hz),
      fun z hz => ((h₁.poisson z hz).fun_sub (h₂.poisson z hz)).congr_deriv (by ring),
      by simp only [h₁.periodic, h₂.periodic]⟩
  -- moments and means are linear
  have hmom : ∀ k, moment L k (fun z => ρ₁ z - ρ₂ z) = moment L k ρ₁ - moment L k ρ₂ := by
    intro k
    unfold moment
    rw [← intervalIntegral.integral_sub (cell_integrable hL (by fun_prop))
      (cell_integrable hL (by fun_prop))]
    congr 1
    funext t
    ring
  have hmean : cellMean L (fun z => V₁ z - V₂ z) = cellMean L V₁ - cellMean L V₂ := by
    unfold cellMean
    rw [intervalIntegral.integral_sub
      (cell_integrable hL fun t ht => (h₁.slope t ht).continuousAt.continuousWithinAt)
      (cell_integrable hL fun t ht => (h₂.slope t ht).continuousAt.continuousWithinAt)]
    ring
  intro z hz hs
  rw [← hmom 2]
  exact plateau hL hd (fun t ht hst => sub_eq_zero.mpr (hout t ht hst))
    (by rw [hmom, hq, sub_self]) (by rw [hmom, hp, sub_self])
    (by rw [hmean, hm, sub_self]) z hz hs

end

end PlanarAlignment
```

```lean
#print axioms PlanarAlignment.plateau
-- 'PlanarAlignment.plateau' depends on axioms: [propext, Classical.choice, Quot.sound]
#print axioms PlanarAlignment.plateau_iff_no_dipole
-- 'PlanarAlignment.plateau_iff_no_dipole' depends on axioms: [propext, Classical.choice, Quot.sound]
#print axioms PlanarAlignment.alignment
-- 'PlanarAlignment.alignment' depends on axioms: [propext, Classical.choice, Quot.sound]
```

## Reading the hypotheses as a supercell calculation

`cell L` is the closed interval along the plane normal. `moment L k ρ` is the integral of z^k ρ over it: for k = 0, 1, 2 these are q, p and Q, per unit area of the plane. `cellMean L V` is m.

`IsPlanarPotential L ρ V V'` collects the electrostatics. The charge is continuous on the cell, the function `V'` is the derivative of `V`, the derivative of `V'` is -4πρ, and `V` agrees at the two edges. Equal edge slopes are not assumed; they follow from neutrality. The derivatives at the edges are two-sided, which asks only that a potential given on the cell be continued smoothly enough past its ends.

The factor 4π fixes Gaussian-type units, as in Hartree atomic units, and V is the potential felt by a positive unit charge. If a code stores the potential energy of an electron instead, the plateau has the opposite sign, provided that ρ is still counted as positive for positive charge.

In `plateau`, the hypothesis `hout` says that ρ vanishes wherever |z| ≥ s in the cell, while `hq`, `hp` and `hm` set charge, dipole and mean potential to zero. No inequality between s and L/2 is needed. At s = L/2 the statement concerns only the two edge planes, and for larger s there is no point left to which it applies.

`plateau_iff_no_dipole` does assume s < L/2. For a neutral charge it says that the potential has one common constant value throughout the vacuum exactly when the dipole vanishes. A remaining slope in the far region of an aligned potential therefore signals, within this model, a dipole mismatch between true and model charge.

`alignment` treats the two charges separately. They need to agree beyond s and to share charge, dipole and mean potential, but neither has to vanish there or be neutral. For potentials from a Fourier solver without the G = 0 component, each density includes the uniform background that makes it neutral, and the densities have to agree beyond s with these backgrounds included. The two potentials then differ beyond s by 2π/L times the difference of the second moments.

The file starts from the one-dimensional Poisson equation; averaging a three-dimensional potential over planes happens before it. There is no dielectric constant, so screening enters only through induced charge that is included in ρ. Point charges and sharp sheets are excluded by continuity, and the error of a finite grid is not estimated.

## How the lemmas follow the integrations

`first_moment_identity` integrates the derivative of (t - c)V' - V between any two planes of the cell. The fundamental theorem of calculus, `intervalIntegral.integral_eq_sub_of_hasDerivAt`, turns the integral into boundary values. The free reference point c lets the lemma serve twice.

With c at the end plane b and no charge in between, the integral vanishes and the boundary terms give V(b) = V(a) + (b - a)V'(a). This is `linear_in_vacuum`. With c = 0 and the whole cell as the interval, the same identity yields L g = -4πp in `edge_slope`, once `edge_slopes_eq` has derived the equality of the slopes from zero charge.

`edge_potential` integrates the derivative of t²V'/2 - tV. Its final `linear_combination` does the boundary algebra: L²/8 times the equality of slopes removes the terms in V', and L/2 times the equality of edge values merges the two terms in V.

`vacuum_potential` starts from the nearer edge and moves inwards with `linear_in_vacuum`, which produces the two lines of the derivation. `plateau` splits |z| ≥ s into its right and left cases and inserts p = 0 and m = 0.

For the converse, `plateau_iff_no_dipole` compares the edge L/2 with the plane at `max s 0`. Both lie in the vacuum and are a positive distance apart, so equal potentials force p = 0. Finally, `alignment` shows that the difference of the two potentials solves Poisson's equation for the difference of the charges, uses the linearity of moments and means, and applies `plateau`.
